# The plasma tensor of a smooth periodic band with smooth occupation equals an integral over band velocities

To compute the Drude weight of a metal from a single band of independent electrons, the band curvature weighted with the occupation can be replaced by products of band velocities weighted with the negative slope of the occupation function, which needs only first derivatives of the band energy. For a cubic lattice of any dimension (a chain, a square lattice, a simple cubic lattice), the replacement is exact for integrals over the full Brillouin zone when the band is periodic and twice continuously differentiable and the occupation is a continuously differentiable function of energy.

```lean
import Mathlib

open MeasureTheory Real

namespace IntrabandPlasmaTensor

noncomputable section

/-- The cube `[0, 2π]^d`, used as the Brillouin zone of a `d`-dimensional cubic lattice with lattice
constant `1`. -/
abbrev zone (d : ℕ) : Set (Fin d → ℝ) := Set.Icc 0 (fun _ => 2 * π)

/-- A function of crystal momentum that is `2π`-periodic in every component. -/
def ZonePeriodic {d : ℕ} (g : (Fin d → ℝ) → ℝ) : Prop :=
  ∀ (i : Fin d) (k : Fin d → ℝ), g (k + Pi.single i (2 * π)) = g k

/-- The partial derivative with respect to the momentum component `k i`. -/
def pd {d : ℕ} (i : Fin d) (g : (Fin d → ℝ) → ℝ) (k : Fin d → ℝ) : ℝ :=
  fderiv ℝ g k (Pi.single i 1)

/-- The plasma tensor, up to constant prefactors: the inverse-mass tensor of the band `e`
weighted with the occupation `f` and integrated over the zone. -/
def plasmaTensor {d : ℕ} (f : ℝ → ℝ) (e : (Fin d → ℝ) → ℝ) (i j : Fin d) : ℝ :=
  ∫ k in zone d, f (e k) * pd i (pd j e) k

variable {n : ℕ} {f : ℝ → ℝ} {e : (Fin (n + 1) → ℝ) → ℝ}

/-- The partial derivatives of a `C²` band are `C¹`. -/
theorem contDiff_pd {d : ℕ} {e : (Fin d → ℝ) → ℝ} (he : ContDiff ℝ 2 e) (i : Fin d) :
    ContDiff ℝ 1 (pd i e) :=
  (he.fderiv_right (m := 1) one_add_one_eq_two.le).clm_apply contDiff_const

/-- The partial derivatives of a `C¹` function of momentum are continuous. -/
theorem continuous_pd {d : ℕ} {g : (Fin d → ℝ) → ℝ} (hg : ContDiff ℝ 1 g) (i : Fin d) :
    Continuous (pd i g) :=
  (hg.continuous_fderiv (by norm_num)).clm_apply continuous_const

/-- The partial derivatives of a zone-periodic function are zone-periodic. -/
theorem periodic_pd {d : ℕ} {g : (Fin d → ℝ) → ℝ} (hg : ZonePeriodic g) (i : Fin d) :
    ZonePeriodic (pd i g) := by
  intro j k
  have h : (fun x => g (x + Pi.single j (2 * π))) = g := funext (hg j)
  unfold pd
  rw [← fderiv_comp_add_right, h]

/-- A momentum derivative of a zone-periodic `C¹` function integrates to zero over the zone. -/
theorem integral_pd_eq_zero {g : (Fin (n + 1) → ℝ) → ℝ} (hg : ContDiff ℝ 1 g)
    (hp : ZonePeriodic g) (i : Fin (n + 1)) : ∫ k in zone (n + 1), pd i g k = 0 := by
  have hle : (0 : Fin (n + 1) → ℝ) ≤ fun _ => 2 * π := fun _ => Real.two_pi_pos.le
  have hsum : ∀ x, ∑ j, (if j = i then fderiv ℝ g x else 0 : (Fin (n + 1) → ℝ) →L[ℝ] ℝ)
      (Pi.single j 1) = pd i g x := by
    intro x
    rw [Finset.sum_eq_single i]
    · simp [pd]
    · intro j _ hj
      simp [hj]
    · simp
  -- opposite faces of the zone carry the same values of `g`
  have hface : ∀ x : Fin n → ℝ, g (Fin.insertNth (α := fun _ => ℝ) i (2 * π) x)
      = g (Fin.insertNth (α := fun _ => ℝ) i 0 x) := by
    intro x
    rw [← hp i (Fin.insertNth (α := fun _ => ℝ) i 0 x)]
    congr 1
    ext l
    rcases Fin.eq_self_or_eq_succAbove i l with rfl | ⟨m, rfl⟩ <;> simp
  -- divergence theorem for the field with the single component `g` along `i`
  have key := integral_divergence_of_hasFDerivAt_off_countable'
    (0 : Fin (n + 1) → ℝ) (fun _ => 2 * π) hle
    (fun j x => if j = i then g x else 0)
    (fun j x => if j = i then fderiv ℝ g x else 0) ∅ Set.countable_empty
    (fun j => by
      by_cases h : j = i
      · simp only [if_pos h]
        exact hg.continuous.continuousOn
      · simp only [if_neg h]
        exact continuousOn_const)
    (fun x _ j => by
      by_cases h : j = i
      · simp only [if_pos h]
        exact (hg.differentiable (by norm_num) x).hasFDerivAt
      · simp only [if_neg h]
        exact hasFDerivAt_const (0 : ℝ) x)
    (by
      simp only [hsum]
      exact (continuous_pd hg i).continuousOn.integrableOn_compact isCompact_Icc)
  simp only [hsum] at key
  rw [key]
  refine Finset.sum_eq_zero fun j _ => ?_
  by_cases hj : j = i
  · subst hj
    simp [hface]
  · simp [hj]

/-- The plasma tensor written with the inverse mass equals the integral of `-f'(e)` times
the product of two band velocities. -/
theorem plasmaTensor_eq_velocity_form (hf : ContDiff ℝ 1 f) (he : ContDiff ℝ 2 e)
    (hp : ZonePeriodic e) (i j : Fin (n + 1)) :
    plasmaTensor f e i j
      = ∫ k in zone (n + 1), -(deriv f (e k)) * pd i e k * pd j e k := by
  have he1 : ContDiff ℝ 1 e := he.of_le (by norm_num)
  have hv := contDiff_pd he j
  -- product and chain rule for the function `f(e) ∂_j e`
  have hder : ∀ k, pd i (fun k => f (e k) * pd j e k) k
      = deriv f (e k) * pd i e k * pd j e k + f (e k) * pd i (pd j e) k := by
    intro k
    have h1 : HasFDerivAt (fun k => f (e k)) (deriv f (e k) • fderiv ℝ e k) k :=
      (hf.differentiable (by norm_num) (e k)).hasDerivAt.comp_hasFDerivAt k
        (he1.differentiable (by norm_num) k).hasFDerivAt
    have h2 := (hv.differentiable (by norm_num) k).hasFDerivAt
    have h : HasFDerivAt (fun k => f (e k) * pd j e k)
        (f (e k) • fderiv ℝ (pd j e) k + pd j e k • (deriv f (e k) • fderiv ℝ e k)) k :=
      h1.mul h2
    change fderiv ℝ _ k (Pi.single i 1) = _
    rw [h.fderiv]
    change f (e k) * pd i (pd j e) k + pd j e k * (deriv f (e k) * pd i e k) = _
    ring
  have h0 := integral_pd_eq_zero ((hf.comp he1).mul hv)
    (fun l k => by simp only [Function.comp_apply, hp l k, periodic_pd hp j l k]) i
  change ∫ k in zone (n + 1), pd i (fun k => f (e k) * pd j e k) k = 0 at h0
  simp only [hder] at h0
  have c1 : Continuous fun k => deriv f (e k) * pd i e k * pd j e k :=
    (((hf.continuous_deriv (by norm_num)).comp he1.continuous).mul
      (continuous_pd he1 i)).mul hv.continuous
  have c2 : Continuous fun k => f (e k) * pd i (pd j e) k :=
    (hf.continuous.comp he1.continuous).mul (continuous_pd hv i)
  rw [integral_add (c1.continuousOn.integrableOn_compact isCompact_Icc)
    (c2.continuousOn.integrableOn_compact isCompact_Icc)] at h0
  simp only [neg_mul, integral_neg]
  unfold plasmaTensor
  linarith

/-- The plasma tensor of a `C²` band is symmetric, for any occupation function. -/
theorem plasmaTensor_symm {d : ℕ} (f : ℝ → ℝ) {e : (Fin d → ℝ) → ℝ}
    (he : ContDiff ℝ 2 e) (i j : Fin d) : plasmaTensor f e i j = plasmaTensor f e j i := by
  have hd := (he.fderiv_right (m := 1) one_add_one_eq_two.le).differentiable (by norm_num)
  have h2 : ∀ (a b : Fin d) k, pd a (pd b e) k
      = fderiv ℝ (fderiv ℝ e) k (Pi.single a 1) (Pi.single b 1) := by
    intro a b k
    have h : HasFDerivAt (pd b e) ((ContinuousLinearMap.apply ℝ ℝ
        (Pi.single b 1 : Fin d → ℝ)).comp (fderiv ℝ (fderiv ℝ e) k)) k :=
      (ContinuousLinearMap.apply ℝ ℝ (Pi.single b 1 : Fin d → ℝ)).hasFDerivAt.comp k
        (hd k).hasFDerivAt
    change fderiv ℝ (pd b e) k (Pi.single a 1) = _
    rw [h.fderiv]
    rfl
  unfold plasmaTensor
  congr 1
  ext k
  rw [h2, h2, (he.contDiffAt.isSymmSndFDerivAt (by simp)) (Pi.single i 1) (Pi.single j 1)]

/-- Contracted twice with a vector `v`, the plasma tensor is the integral of `-f'(e)` times the
square of the scalar product of `v` with the band velocity. -/
theorem plasmaTensor_quadratic (hf : ContDiff ℝ 1 f) (he : ContDiff ℝ 2 e)
    (hp : ZonePeriodic e) (v : Fin (n + 1) → ℝ) :
    ∑ i, ∑ j, v i * v j * plasmaTensor f e i j
      = ∫ k in zone (n + 1), -(deriv f (e k)) * (∑ i, v i * pd i e k) ^ 2 := by
  have he1 : ContDiff ℝ 1 e := he.of_le (by norm_num)
  have hI : ∀ i j, IntegrableOn
      (fun k => v i * v j * (-(deriv f (e k)) * pd i e k * pd j e k)) (zone (n + 1)) := by
    intro i j
    have c : Continuous fun k => v i * v j * (-(deriv f (e k)) * pd i e k * pd j e k) :=
      continuous_const.mul (((((hf.continuous_deriv (by norm_num)).comp
        he1.continuous).neg).mul (continuous_pd he1 i)).mul (continuous_pd he1 j))
    exact c.continuousOn.integrableOn_compact isCompact_Icc
  have hs : ∀ k, -(deriv f (e k)) * (∑ i, v i * pd i e k) ^ 2
      = ∑ i, ∑ j, v i * v j * (-(deriv f (e k)) * pd i e k * pd j e k) := by
    intro k
    rw [sq, Finset.sum_mul_sum, Finset.mul_sum]
    refine Finset.sum_congr rfl fun i _ => ?_
    rw [Finset.mul_sum]
    exact Finset.sum_congr rfl fun j _ => by ring
  simp only [hs]
  rw [integral_finsetSum _ fun i _ => integrable_finsetSum _ fun j _ => hI i j]
  refine Finset.sum_congr rfl fun i _ => ?_
  rw [integral_finsetSum _ fun j _ => hI i j]
  refine Finset.sum_congr rfl fun j _ => ?_
  rw [integral_const_mul, plasmaTensor_eq_velocity_form hf he hp]

/-- For an occupation that does not increase with energy, the plasma tensor is positive
semidefinite. -/
theorem plasmaTensor_nonneg (hf : ContDiff ℝ 1 f) (he : ContDiff ℝ 2 e)
    (hp : ZonePeriodic e) (hmono : Antitone f) (v : Fin (n + 1) → ℝ) :
    0 ≤ ∑ i, ∑ j, v i * v j * plasmaTensor f e i j := by
  rw [plasmaTensor_quadratic hf he hp]
  exact integral_nonneg fun k =>
    mul_nonneg (neg_nonneg.2 hmono.deriv_nonpos) (sq_nonneg _)

/-- If the occupation has strictly negative slope at every energy, the plasma tensor contracted
twice with a vector `v` vanishes exactly when the scalar product of `v` with the band velocity is
zero throughout the zone. -/
theorem plasmaTensor_eq_zero_iff (hf : ContDiff ℝ 1 f) (he : ContDiff ℝ 2 e)
    (hp : ZonePeriodic e) (hneg : ∀ x, deriv f x < 0) (v : Fin (n + 1) → ℝ) :
    ∑ i, ∑ j, v i * v j * plasmaTensor f e i j = 0
      ↔ ∀ k ∈ zone (n + 1), ∑ i, v i * pd i e k = 0 := by
  have he1 : ContDiff ℝ 1 e := he.of_le (by norm_num)
  rw [plasmaTensor_quadratic hf he hp]
  constructor
  · intro h
    have c : Continuous fun k => -(deriv f (e k)) * (∑ i, v i * pd i e k) ^ 2 :=
      (((hf.continuous_deriv (by norm_num)).comp he1.continuous).neg).mul
        ((continuous_finsetSum _ fun i _ =>
          continuous_const.mul (continuous_pd he1 i)).pow 2)
    -- a nonnegative integrand with zero integral vanishes almost everywhere
    have hae := (setIntegral_eq_zero_iff_of_nonneg_ae
      (Filter.Eventually.of_forall fun k =>
        mul_nonneg (neg_nonneg.2 (hneg (e k)).le) (sq_nonneg _))
      (c.continuousOn.integrableOn_compact isCompact_Icc)).1 h
    have hU : zone (n + 1) ⊆ closure (interior (zone (n + 1))) := by
      unfold zone
      rw [← Set.pi_univ_Icc, interior_pi_set Set.finite_univ, closure_pi_set]
      refine Set.pi_mono fun l _ => ?_
      rw [interior_Icc]
      exact (closure_Ioo Real.two_pi_pos.ne).symm.subset
    -- by continuity it then vanishes everywhere in the zone
    have hall := Measure.eqOn_of_ae_eq hae c.continuousOn continuous_zero.continuousOn hU
    intro k hk
    have hz : -(deriv f (e k)) * (∑ i, v i * pd i e k) ^ 2 = 0 := hall hk
    rcases mul_eq_zero.1 hz with h1 | h1
    · linarith [hneg (e k)]
    · exact pow_eq_zero_iff (two_ne_zero) |>.1 h1
  · intro h
    exact setIntegral_eq_zero_of_forall_eq_zero fun k hk => by simp [h k hk]

/-- A band whose states all have the same occupation `c` has zero plasma tensor. -/
theorem plasmaTensor_uniform_occupation (he : ContDiff ℝ 2 e) (hp : ZonePeriodic e)
    {c : ℝ} (hc : ∀ k, f (e k) = c) (i j : Fin (n + 1)) : plasmaTensor f e i j = 0 := by
  unfold plasmaTensor
  simp only [hc]
  rw [integral_const_mul, integral_pd_eq_zero (contDiff_pd he j) (periodic_pd hp j), mul_zero]

end

end IntrabandPlasmaTensor
```

```lean
#print axioms IntrabandPlasmaTensor.plasmaTensor_eq_velocity_form
#print axioms IntrabandPlasmaTensor.plasmaTensor_nonneg
#print axioms IntrabandPlasmaTensor.plasmaTensor_eq_zero_iff
#print axioms IntrabandPlasmaTensor.plasmaTensor_uniform_occupation
```

```
'IntrabandPlasmaTensor.plasmaTensor_eq_velocity_form' depends on axioms: [propext, Classical.choice, Quot.sound]
'IntrabandPlasmaTensor.plasmaTensor_nonneg' depends on axioms: [propext, Classical.choice, Quot.sound]
'IntrabandPlasmaTensor.plasmaTensor_eq_zero_iff' depends on axioms: [propext, Classical.choice, Quot.sound]
'IntrabandPlasmaTensor.plasmaTensor_uniform_occupation' depends on axioms: [propext, Classical.choice, Quot.sound]
```

## Inverse mass, velocity and occupation

The crystal momentum $k$ has $d$ real components and is an element of `Fin d → ℝ`, so its components are numbered from $0$ to $d-1$. The band energy is the function $e(k)$, and the occupation is a function $f$ of energy, with temperature and chemical potential absorbed into it. The zone is the closed cube $Z=[0,2\pi]^d$. This describes a cubic lattice with lattice constant $1$ (a chain for $d=1$, a square lattice for $d=2$); the usual zone centred at $k=0$ gives the same integrals of periodic functions. The condition `ZonePeriodic e` says that $e$ is unchanged when any one component of $k$ is shifted by $2\pi$. The partial derivative $\partial_i$ is `pd i`, the Fréchet derivative applied to the $i$-th coordinate vector. The central object is

$$D_{ij}=\int_Z f(e(k))\,\partial_i\partial_j e(k)\,dk ,$$

written `plasmaTensor f e i j`. With $\hbar=1$, $\partial_i e$ is a band velocity and $\partial_i\partial_j e$ is the inverse-mass tensor. The charge, the spin factor and the factor $(2\pi)^{-d}$ are left out.

For $f$ of class $C^1$ and a periodic $e$ of class $C^2$, `plasmaTensor_eq_velocity_form` states

$$D_{ij}=\int_Z \bigl(-f'(e)\bigr)\,\partial_i e\,\partial_j e\,dk .$$

It holds in every dimension $d=n+1\ge 1$; the square zone is the case $n=1$. Symmetry, $D_{ij}=D_{ji}$, is a separate theorem that needs only a $C^2$ band, with no periodicity and no condition on $f$.

The results on the sign again assume $f$ of class $C^1$ and a periodic $e$ of class $C^2$. For a real vector $v$, the theorem `plasmaTensor_nonneg` states $\sum_{ij}v_iv_jD_{ij}\ge 0$ when $f$ is nonincreasing on the whole energy axis. If $f'<0$ at every energy, `plasmaTensor_eq_zero_iff` adds that this sum is zero exactly when $\sum_i v_i\,\partial_i e=0$ at every point of the zone. The vector $v$ is not normalised: for a unit vector, $\sum_i v_i\,\partial_i e$ is the velocity component along $v$, and in general it carries a factor $|v|$.

## What this means for a metal

In the independent-electron, one-band description, $\sum_{ij}v_iv_jD_{ij}$ for a unit vector $v$ is proportional to the intraband squared plasma frequency for a field along $v$. Positive semidefiniteness says that this quantity is never negative, although the inverse mass itself can take both signs across a band.

A Fermi–Dirac function at positive temperature satisfies all the conditions on $f$, including the strictly negative slope. The response along $v$ then vanishes only if the band is flat in that direction throughout the zone. The zero-temperature step function is not $C^1$, so the velocity form as proved here does not apply to a metal at exactly zero temperature, where $-f'$ would have to be read as a delta function at the Fermi energy.

The last theorem, `plasmaTensor_uniform_occupation`, puts no smoothness condition on $f$. For a periodic $C^2$ band it assumes that $f(e(k))$ has the same value $c$ for all $k$, and concludes $D_{ij}=0$. A completely filled band, with $c=1$, therefore has no intraband plasma response, and this includes a zero-temperature band lying wholly below the chemical potential.

The $C^2$ condition excludes bands with kinks, such as those produced by sorting energies at a crossing. Interband transitions, scattering and interactions are absent from the model. The equality concerns exact integrals, so the two forms may give different numbers on a finite momentum mesh.

## Opposite faces of the zone cancel

Let $g$ be a periodic $C^1$ function. Integrating $\partial_i g$ first over $k_i$ leaves the difference of $g$ on two opposite faces:

$$\int_Z\partial_i g\,dk=\int_{[0,2\pi]^{d-1}}\bigl[g|_{k_i=2\pi}-g|_{k_i=0}\bigr]\,dk'=0 ,$$

where $k'$ stands for the remaining components. In one dimension the faces are the two end points.

This is `integral_pd_eq_zero`. The proof applies Mathlib's divergence theorem on a box to a vector field whose only nonzero component is $g$, along direction $i$. The step `hsum` identifies its divergence with $\partial_i g$, and `hface` uses periodicity to show that $g$ agrees on the two faces.

Now take $g=f(e)\,\partial_j e$. It is $C^1$ because $f$ is $C^1$ and $e$ is $C^2$ (`contDiff_pd`), and it is periodic because derivatives of periodic functions are periodic (`periodic_pd`). The product and chain rules give

$$\partial_i\bigl(f(e)\,\partial_j e\bigr)=f'(e)\,\partial_i e\,\partial_j e+f(e)\,\partial_i\partial_j e .$$

The left side integrates to zero, so the integrals of the two terms on the right are opposite, which is the velocity form. In the Lean proof `hder` is the displayed derivative and `h0` the vanishing integral. The facts `c1` and `c2` give continuity of the two terms, hence integrability on the compact zone, which allows the integral to be split.

If the occupation is a constant $c$ over the band, then $D_{ij}=c\int_Z\partial_i(\partial_j e)\,dk$, and the same cancellation applied to $\partial_j e$ makes it zero.

## Symmetry and sign

Symmetry follows from $\partial_i\partial_j e=\partial_j\partial_i e$, which holds at every point for a $C^2$ function. The step `h2` writes the mixed partial derivative as the second Fréchet derivative evaluated on two coordinate vectors, and Mathlib's symmetry theorem exchanges them. The two integrands are then the same function, whatever $f$ is.

For the sign, multiply the velocity form by $v_iv_j$ and sum:

$$\sum_{ij}v_iv_jD_{ij}=\int_Z\bigl(-f'(e)\bigr)\Bigl(\sum_i v_i\,\partial_i e\Bigr)^2dk .$$

This is `plasmaTensor_quadratic`; `hs` expands the square, and `hI` supplies the integrability needed to exchange the finite sums with the integral. A nonincreasing $f$ has $f'\le 0$, so the integrand is nonnegative and so is the integral.

Suppose next that $f'<0$ everywhere and the integral is zero. A nonnegative integrand with zero integral vanishes almost everywhere (`hae`). Since it is continuous and every point of the closed cube is a limit of interior points (`hU`), it vanishes at every point of the zone (`hall`). The factor $-f'(e)$ is strictly positive, so the square must be zero, and with it $\sum_i v_i\,\partial_i e$. Conversely, if this sum is zero throughout the zone, the integrand is zero and so is the integral.

## Starting from the velocity form

The plasma tensor could also have been defined as the integral of $-f'(e)\,\partial_i e\,\partial_j e$. Symmetry would then be immediate from the commutativity of multiplication, and positivity would need neither periodicity nor a second derivative of the band. Periodicity would enter only in the proof that this tensor equals the occupation-weighted inverse mass. The definition used here starts from the inverse mass, so it makes sense for a step-function occupation too, and positivity becomes a consequence of integrating over a full period.
